# Equally spaced, equally weighted azimuthal points keep the modes $|m|\le L$ orthonormal exactly when $n\ge 2L+1$

Let $L\ge 0$ and $n\ge 1$ be integers. Under the average over $n$ equally spaced angles, the functions $e^{im\phi}$ with integer $m$, $|m|\le L$, are orthonormal if and only if $n\ge 2L+1$, whatever the starting angle. With fewer points, two of these functions become indistinguishable up to a phase.

A semilocal effective core potential acts differently on each angular momentum $\ell$ of an electron around a nucleus, through projectors onto the spherical harmonics of that $\ell$. In quantum Monte Carlo the angular integrals are usually done numerically, often with a Legendre polynomial in place of the sum over $m$ and on point sets that are not product grids. If a product grid on the sphere with equally spaced, equally weighted azimuthal angles is used, the result says how many azimuthal points separate the magnetic components of a function limited to $|m|\le L$.

## Overlaps as geometric sums

Take the angles $\phi_k=\alpha+2\pi k/n$ for $k=0,\dots,n-1$, and set $d=m'-m$. The discrete overlap of modes $m$ and $m'$ is

$$\frac1n\sum_{k=0}^{n-1}e^{-im\phi_k}e^{im'\phi_k}=\frac{e^{id\alpha}}{n}\sum_{k=0}^{n-1}\omega^k,\qquad \omega=e^{2\pi i d/n}.$$

If $n$ divides $d$, then $\omega=1$ and the overlap is $e^{id\alpha}$. Otherwise $\omega\ne1$ but $\omega^n=e^{2\pi i d}=1$, so the sum is $(\omega^n-1)/(\omega-1)=0$.

Suppose $n\ge 2L+1$. Since $|d|\le 2L<n$, the only possible multiple of $n$ is $d=0$, where the overlap is 1. Suppose instead $n\le 2L$. Then $m=-L$ and $m'=n-L$ are distinct and both allowed, and their overlap is $e^{in\alpha}\ne0$. Moreover, $e^{in\phi_k}=e^{in\alpha}$ at every point, so

$$e^{i(n-L)\phi_k}=e^{in\alpha}e^{-iL\phi_k}.$$

For a finite expansion $f(\phi)=\sum_{m'}c_{m'}e^{im'\phi}$, linearity gives the quadrature projection onto $m$ as

$$\sum_{m'\equiv m\ (\mathrm{mod}\ n)}c_{m'}e^{i(m'-m)\alpha}.$$

If only $|m'|\le L$ occur and $n\ge2L+1$, this is $c_m$ for each $|m|\le L$.

**Two and three points for $L=1$.** With $\alpha=0$ and $n=2$, the angles are $0$ and $\pi$, and both $e^{i\phi}$ and $e^{-i\phi}$ take the values $1,-1$. Their overlap is 1. The function $\cos\phi$ has $c_1=c_{-1}=\tfrac12$, yet its projection onto $m=1$ comes out as 1. With $n=3$ the overlap is $\tfrac13(1+e^{4\pi i/3}+e^{8\pi i/3})=0$, and the projection is $\tfrac12$.

**Other sets of modes.** The same sum shows that any set of integer modes is orthonormal under the rule exactly when no two of its members differ by a multiple of $n$. For $L\ge1$, for instance, $2L$ points suffice for $m=-L+1,\dots,L$.

## Modes, angles and the discrete average in Lean

```lean
import Mathlib

open ComplexConjugate

namespace AzimuthalQuadrature

noncomputable section
```

The magnetic number is an integer and the angle is any real number.

```lean
/-- The azimuthal function `exp(i m φ)` with integer magnetic number `m`. -/
def mode (m : ℤ) (φ : ℝ) : ℂ := Complex.exp (Complex.I * m * φ)
```

The usual factor $1/\sqrt{2\pi}$ is absent: `mode m` has unit norm under an average over the circle.

```lean
/-- The `k`-th of `n ≥ 1` equally spaced azimuthal angles, starting from the angle `α`. -/
def node (n : ℕ) [NeZero n] (α : ℝ) (k : ℕ) : ℝ := α + 2 * Real.pi * k / n
```

`NeZero n` expresses $n\ge1$, and `α` is the starting angle.

```lean
/-- The discrete inner product of two azimuthal functions: the average of `conj f * g` over
`n ≥ 1` equally spaced angles, each with weight `1/n`. -/
def quadInner (n : ℕ) [NeZero n] (α : ℝ) (f g : ℝ → ℂ) : ℂ :=
  1 / n * ∑ k ∈ Finset.range n, conj (f (node n α k)) * g (node n α k)
```

As in physics, `quadInner` conjugates its first argument. It is only positive semidefinite, since a nonzero function may vanish at all the angles.

```lean
/-- The phase factor that `exp(i m φ)` gains from one angle to the next, for `n ≥ 1` equally spaced
angles. -/
def phaseStep (n : ℕ) [NeZero n] (m : ℤ) : ℂ :=
  Complex.exp (2 * Real.pi * Complex.I * m / n)
```

`phaseStep n m` is the ratio $\omega$, with `m` in the place of $d$.

## The overlap formula

```lean
/-- The product of a conjugated mode `m` and a mode `m'` is the mode `m' - m`. -/
theorem conj_mode_mul (m m' : ℤ) (φ : ℝ) :
    conj (mode m φ) * mode m' φ = mode (m' - m) φ := by
  unfold mode
  rw [← Complex.exp_conj, ← Complex.exp_add]
  congr 1
  simp only [map_mul, Complex.conj_I, Complex.conj_ofReal, map_intCast]
  push_cast
  ring
```

Conjugation reverses the sign of the exponent, and the two exponentials combine.

```lean
/-- On the equally spaced angles a mode is a geometric sequence. -/
theorem mode_node (n : ℕ) [NeZero n] (α : ℝ) (m : ℤ) (k : ℕ) :
    mode m (node n α k) = mode m α * phaseStep n m ^ k := by
  unfold mode node phaseStep
  rw [← Complex.exp_nat_mul, ← Complex.exp_add]
  congr 1
  push_cast
  ring
```

This separates the starting phase from the powers of the ratio.

```lean
/-- The mode `m` gains no phase from one of `n ≥ 1` equally spaced angles to the next exactly when
`n` divides `m`. -/
theorem phaseStep_eq_one_iff (n : ℕ) [NeZero n] (m : ℤ) :
    phaseStep n m = 1 ↔ (n : ℤ) ∣ m := by
  have hn : (n : ℂ) ≠ 0 := Nat.cast_ne_zero.2 (NeZero.ne n)
  unfold phaseStep
  rw [Complex.exp_eq_one_iff]
  constructor
  · rintro ⟨q, hq⟩
    rw [div_eq_iff hn] at hq
    have h : (m : ℂ) = n * q := by
      apply mul_left_cancel₀ Complex.two_pi_I_ne_zero
      linear_combination hq
    exact ⟨q, by exact_mod_cast h⟩
  · rintro ⟨q, rfl⟩
    refine ⟨q, ?_⟩
    rw [div_eq_iff hn]
    push_cast
    ring
```

An exponential equals 1 exactly when its exponent is an integer multiple of $2\pi i$. Cancelling $2\pi i$ leaves $m=nq$ with integer $q$, which is divisibility.

```lean
/-- The discrete overlap of the modes `m` and `m'` is a phase if `n` divides `m' - m`,
and zero otherwise. -/
theorem quadInner_mode (n : ℕ) [NeZero n] (α : ℝ) (m m' : ℤ) :
    quadInner n α (mode m) (mode m') =
      if (n : ℤ) ∣ m' - m then mode (m' - m) α else 0 := by
  have hn : (n : ℂ) ≠ 0 := Nat.cast_ne_zero.2 (NeZero.ne n)
  simp only [quadInner, conj_mode_mul]
  simp only [mode_node, ← Finset.mul_sum]
  split_ifs with h
  · -- all terms are equal
    rw [(phaseStep_eq_one_iff n _).2 h]
    simp only [one_pow, Finset.sum_const, Finset.card_range, nsmul_eq_mul, mul_one]
    field_simp
  · -- the geometric sum runs over a whole number of turns and cancels
    have h1 : phaseStep n (m' - m) ≠ 1 := fun e => h ((phaseStep_eq_one_iff n _).1 e)
    have h2 : phaseStep n (m' - m) ^ n = 1 := by
      unfold phaseStep
      rw [← Complex.exp_nat_mul, Complex.exp_eq_one_iff]
      refine ⟨m' - m, ?_⟩
      rw [← mul_div_assoc, div_eq_iff hn]
      ring
    rw [geom_sum_eq h1, h2, sub_self, zero_div, mul_zero, mul_zero]
```

`split_ifs` separates the two cases of the hand calculation: equal terms, or a geometric sum evaluated by `geom_sum_eq`.

## The threshold and the aliased pair

```lean
/-- The modes with `|m| ≤ L` are orthonormal under the rule with `n ≥ 1` equally spaced angles
and weights `1/n` if and only if `n ≥ 2L + 1`, whatever the starting angle. -/
theorem orthonormal_iff (n : ℕ) [NeZero n] (L : ℕ) (α : ℝ) :
    (∀ m m' : ℤ, |m| ≤ L → |m'| ≤ L →
      quadInner n α (mode m) (mode m') = if m = m' then 1 else 0) ↔ 2 * L + 1 ≤ n := by
  have hpos : 0 < n := Nat.pos_of_ne_zero (NeZero.ne n)
  constructor
  · intro H
    by_contra hlt
    -- the modes -L and n - L overlap
    have h := H (-(L : ℤ)) ((n : ℤ) - L) (abs_le.2 ⟨by omega, by omega⟩)
      (abs_le.2 ⟨by omega, by omega⟩)
    have hd : (n : ℤ) ∣ ((n : ℤ) - L) - (-(L : ℤ)) := ⟨1, by ring⟩
    have hne : ¬ (-(L : ℤ) = (n : ℤ) - L) := by omega
    rw [quadInner_mode, if_pos hd, if_neg hne] at h
    exact Complex.exp_ne_zero _ h
  · intro hL m m' hm hm'
    rw [quadInner_mode]
    by_cases e : m = m'
    · subst e
      simp [mode]
    · -- a nonzero difference of at most 2L is no multiple of n
      have hd : ¬ ((n : ℤ) ∣ m' - m) := by
        rintro ⟨q, hq⟩
        have a := abs_le.1 hm
        have b := abs_le.1 hm'
        have hLn : 2 * (L : ℤ) + 1 ≤ n := by exact_mod_cast hL
        rcases lt_trichotomy q 0 with h | h | h
        · have h3 : 0 ≤ (n : ℤ) * (-1 - q) := mul_nonneg (by omega) (by omega)
          nlinarith
        · rw [h, mul_zero] at hq
          omega
        · have h3 : 0 ≤ (n : ℤ) * (q - 1) := mul_nonneg (by omega) (by omega)
          nlinarith
      rw [if_neg hd, if_neg e]
```

The left side of the equivalence is orthonormality written out for all allowed pairs. Forwards, the pair $-L$, $n-L$ would force an exponential to vanish. Backwards, writing $m'-m=nq$ and treating negative, zero and positive $q$ separately excludes every nonzero difference.

```lean
/-- With `1 ≤ n ≤ 2L` equally spaced angles, two different modes with `|m| ≤ L` agree at all the
angles up to one common phase. -/
theorem exists_aliased_modes (n : ℕ) [NeZero n] (L : ℕ) (α : ℝ) (h : n ≤ 2 * L) :
    ∃ m m' : ℤ, |m| ≤ L ∧ |m'| ≤ L ∧ m ≠ m' ∧
      ∀ k, mode m' (node n α k) = mode (m' - m) α * mode m (node n α k) := by
  have hpos : 0 < n := Nat.pos_of_ne_zero (NeZero.ne n)
  refine ⟨-(L : ℤ), (n : ℤ) - L, abs_le.2 ⟨by omega, by omega⟩,
    abs_le.2 ⟨by omega, by omega⟩, by omega, fun k => ?_⟩
  have e : (n : ℤ) - L - -(L : ℤ) = n := by ring
  have hs : mode (n : ℤ) (node n α k) = mode (n : ℤ) α := by
    rw [mode_node, (phaseStep_eq_one_iff n _).2 (dvd_refl _), one_pow, mul_one]
  rw [e, ← hs]
  unfold mode
  rw [← Complex.exp_add]
  congr 1
  push_cast
  ring
```

The same pair now gives agreement, up to a common phase, at the points themselves. The statement allows every natural `k`; beyond $n-1$ the angles repeat modulo $2\pi$.

## Coefficients recovered by quadrature

```lean
/-- The discrete inner product is linear in a finite expansion in modes. -/
theorem quadInner_expansion (n : ℕ) [NeZero n] (α : ℝ) (f : ℝ → ℂ) (s : Finset ℤ)
    (c : ℤ → ℂ) :
    quadInner n α f (fun φ => ∑ m' ∈ s, c m' * mode m' φ) =
      ∑ m' ∈ s, c m' * quadInner n α f (mode m') := by
  simp only [quadInner, Finset.mul_sum]
  rw [Finset.sum_comm]
  refine Finset.sum_congr rfl fun m' _ => Finset.sum_congr rfl fun k _ => ?_
  ring
```

Exchanging the two finite sums gives linearity.

```lean
/-- Projecting a finite expansion onto the mode `m` by quadrature, with `n ≥ 1` equally spaced
angles and weights `1/n`, adds up, with phases, all coefficients whose magnetic number differs from
`m` by a multiple of `n`. -/
theorem aliased_component (n : ℕ) [NeZero n] (α : ℝ) (m : ℤ) (s : Finset ℤ) (c : ℤ → ℂ) :
    quadInner n α (mode m) (fun φ => ∑ m' ∈ s, c m' * mode m' φ) =
      ∑ m' ∈ s with (n : ℤ) ∣ m' - m, c m' * mode (m' - m) α := by
  rw [quadInner_expansion, Finset.sum_filter]
  refine Finset.sum_congr rfl fun m' _ => ?_
  rw [quadInner_mode, mul_ite, mul_zero]
```

Here `s` is the finite set of magnetic numbers present and `c` gives their coefficients. The overlap formula keeps only those congruent to `m`.

```lean
/-- With `n ≥ 2L + 1` equally spaced angles and weights `1/n`, quadrature returns the exact
coefficient of each mode `|m| ≤ L` in an expansion limited to magnetic numbers from `-L` to `L`. -/
theorem exact_component (n : ℕ) [NeZero n] (L : ℕ) (α : ℝ) (hL : 2 * L + 1 ≤ n)
    (c : ℤ → ℂ) (m : ℤ) (hm : |m| ≤ L) :
    quadInner n α (mode m)
      (fun φ => ∑ m' ∈ Finset.Icc (-(L : ℤ)) L, c m' * mode m' φ) = c m := by
  have H := (orthonormal_iff n L α).2 hL
  rw [quadInner_expansion, Finset.sum_eq_single m]
  · rw [H m m hm hm, if_pos rfl, mul_one]
  · intro m' h' hne
    rw [H m m' hm (abs_le.2 (Finset.mem_Icc.1 h')), if_neg hne.symm, mul_zero]
  · intro h
    exact absurd (Finset.mem_Icc.2 (abs_le.1 hm)) h

end

end AzimuthalQuadrature
```

Orthonormality leaves a single term. The expansion is assumed to stop at $|m'|=L$; a trial wave function around a nucleus generally has higher components, which can alias as in `aliased_component`. The step from this circle to a projector on the sphere also involves an integration over the polar angle, which the theorems do not treat.

```lean
#print axioms AzimuthalQuadrature.orthonormal_iff
#print axioms AzimuthalQuadrature.exists_aliased_modes
#print axioms AzimuthalQuadrature.aliased_component
#print axioms AzimuthalQuadrature.exact_component
```

```
'AzimuthalQuadrature.orthonormal_iff' depends on axioms: [propext, Classical.choice, Quot.sound]
'AzimuthalQuadrature.exists_aliased_modes' depends on axioms: [propext, Classical.choice, Quot.sound]
'AzimuthalQuadrature.aliased_component' depends on axioms: [propext, Classical.choice, Quot.sound]
'AzimuthalQuadrature.exact_component' depends on axioms: [propext, Classical.choice, Quot.sound]
```
